# Correlation energy of two coupled configurations at large nuclear charge: bounded if their gap grows as Z², linear in Z if the gap has no Z² term

## Two configurations and their scaling with Z

Let \(Z\) be the nuclear charge of an atom with a fixed number of electrons. Energies are in atomic units and are measured from the energy of a reference configuration. A second configuration lies at

\[
\Delta = DZ^2 + dZ ,
\]

and the two are coupled by \(vZ\), with \(v, D, d\) real constants. The Hamiltonian and its lower eigenvalue are

\[
H=\begin{pmatrix}0 & vZ\\ vZ & \Delta\end{pmatrix},\qquad
E(Z)=\frac{\Delta-\sqrt{\Delta^2+4v^2Z^2}}{2}.
\]

The powers of \(Z\) are those of hydrogenic orbitals, which contract as \(1/Z\): one-electron energies scale as \(Z^2\) and electron repulsion integrals as \(Z\). Thus \(DZ^2\) is the difference in hydrogenic energy, \(dZ\) the difference in repulsion, and \(vZ\) the matrix element of the repulsion that mixes the configurations. This scaling is assumed, not derived from a many-electron Hamiltonian.

In the code \(H\) is `ciMatrix v D d Z` and \(E(Z)\) is `corrEnergy v D d Z`. The charge is a real variable, and `atTop` means \(Z\to+\infty\). The name "correlation energy" fits when the reference is the lower configuration and the second is a double excitation of it, as in the atomic examples below. Even then \(E\) is the contribution of that one configuration, not the whole correlation energy of the atom. Mixing in a single excitation can merely relax the orbitals, which Hartree–Fock theory already does. The theorems allow either sign of \(d\), so for \(D=0\), \(d<0\) the energy is measured from the upper configuration.

```lean
import Mathlib

open Filter Topology Matrix

namespace NearDegenerateCorrelation

noncomputable section

/-- Hamiltonian of two configurations of an atom with nuclear charge `Z`, relative to the energy
of the first: the coupling is `v Z` and the separation is `D Z² + d Z`. -/
def ciMatrix (v D d Z : ℝ) : Matrix (Fin 2) (Fin 2) ℝ :=
  !![0, v * Z; v * Z, D * Z ^ 2 + d * Z]

/-- The correlation energy of the two-configuration atom, given by the lower root of the
secular equation. -/
def corrEnergy (v D d Z : ℝ) : ℝ :=
  (D * Z ^ 2 + d * Z - √((D * Z ^ 2 + d * Z) ^ 2 + 4 * (v * Z) ^ 2)) / 2
```

## Any real parameters: the root is the lowest eigenvalue

Identifying \(E(Z)\) with the lowest eigenvalue needs no hypothesis. A nonzero \(x\) with \(Hx=ex\) exists exactly when \(\det(H-e)=0\), that is,

\[
e^2=\Delta e+v^2Z^2 .
\]

The first theorem states this equivalence. Its step `hdet` computes the determinant, and Mathlib's criterion for a nonzero null vector does the rest.

```lean
/-- A number `e` is an eigenvalue of the two-configuration Hamiltonian exactly when it solves
the secular equation. -/
theorem eigenvalue_iff_secular (v D d Z e : ℝ) :
    (∃ x : Fin 2 → ℝ, x ≠ 0 ∧ ciMatrix v D d Z *ᵥ x = e • x) ↔
      e ^ 2 = (D * Z ^ 2 + d * Z) * e + (v * Z) ^ 2 := by
  have hdet : (ciMatrix v D d Z - e • (1 : Matrix (Fin 2) (Fin 2) ℝ)).det
      = e ^ 2 - ((D * Z ^ 2 + d * Z) * e + (v * Z) ^ 2) := by
    rw [Matrix.det_fin_two]
    simp [ciMatrix]
    ring
  rw [← sub_eq_zero (a := e ^ 2), ← hdet, ← Matrix.exists_mulVec_eq_zero_iff]
  simp only [Matrix.sub_mulVec, Matrix.smul_mulVec, Matrix.one_mulVec, sub_eq_zero]
```

Squaring the square root in the definition shows that \(E\) solves the secular equation.

```lean
/-- The correlation energy solves the secular equation. -/
theorem corrEnergy_secular (v D d Z : ℝ) :
    corrEnergy v D d Z ^ 2 = (D * Z ^ 2 + d * Z) * corrEnergy v D d Z + (v * Z) ^ 2 := by
  have h := Real.sq_sqrt
    (show 0 ≤ (D * Z ^ 2 + d * Z) ^ 2 + 4 * (v * Z) ^ 2 by positivity)
  unfold corrEnergy
  linear_combination h / 4
```

Any other solution \(e\) satisfies \((\Delta-2e)^2=\Delta^2+4v^2Z^2\). Hence \(\Delta-2e\le\sqrt{\Delta^2+4v^2Z^2}\), which rearranges to \(e\ge E\). `IsLeast` says both things: \(E\) is an eigenvalue, and no eigenvalue is smaller. The bound comes from `Real.abs_le_sqrt`.

```lean
/-- The correlation energy is the lowest eigenvalue of the two-configuration Hamiltonian. -/
theorem corrEnergy_isLeast (v D d Z : ℝ) :
    IsLeast {e : ℝ | ∃ x : Fin 2 → ℝ, x ≠ 0 ∧ ciMatrix v D d Z *ᵥ x = e • x}
      (corrEnergy v D d Z) := by
  refine ⟨(eigenvalue_iff_secular v D d Z _).2 (corrEnergy_secular v D d Z), ?_⟩
  intro e he
  have hs := (eigenvalue_iff_secular v D d Z e).1 he
  -- every root lies at distance `√discriminant / 2` from the mean of the two levels
  have h := Real.abs_le_sqrt (show (D * Z ^ 2 + d * Z - 2 * e) ^ 2
      ≤ (D * Z ^ 2 + d * Z) ^ 2 + 4 * (v * Z) ^ 2 from
    le_of_eq (by linear_combination 4 * hs))
  have h' := le_abs_self (D * Z ^ 2 + d * Z - 2 * e)
  unfold corrEnergy
  linarith
```

## Positive scaled gap: removing the cancellation

For \(D>0\) the formula for \(E\) subtracts two quantities of order \(Z^2\) to leave one of order 1. Put \(u=1/Z\), \(g=D+du\) and \(r=\sqrt{g^2+4v^2u^2}\). Then \(\Delta=Z^2g\), the square root in \(E\) is \(Z^2r\), and

\[
E=\frac{Z^2}{2}(g-r)=\frac{Z^2}{2}\,\frac{g^2-r^2}{g+r}=\frac{-2v^2}{g+r},
\]

because \(g^2-r^2=-4v^2u^2\) and \(Zu=1\).

The hypothesis `hg`, \(g>0\), says that the second configuration lies above the reference. By hand it permits the division by \(g+r\); in the proof it gives `hne`. The steps `hgap` and `hroot` extract the factor \(Z^2\). Without the hypothesis the formula fails for \(v=0\), \(g<0\): the lower eigenvalue is \(Z^2g\), while the right-hand side is \(0/0\), which Lean evaluates as 0.

```lean
/-- The correlation energy in terms of the inverse nuclear charge `u = 1/Z`, when the scaled
separation `D + d u` is positive. -/
theorem corrEnergy_eq_inverse_charge (v D d Z u : ℝ) (hu : Z * u = 1) (hg : 0 < D + d * u) :
    corrEnergy v D d Z =
      -2 * v ^ 2 / (D + d * u + √((D + d * u) ^ 2 + 4 * (v * u) ^ 2)) := by
  have hgap : D * Z ^ 2 + d * Z = Z ^ 2 * (D + d * u) := by
    linear_combination (-d * Z) * hu
  have hroot : √((D * Z ^ 2 + d * Z) ^ 2 + 4 * (v * Z) ^ 2)
      = Z ^ 2 * √((D + d * u) ^ 2 + 4 * (v * u) ^ 2) := by
    have hbig : (D * Z ^ 2 + d * Z) ^ 2 + 4 * (v * Z) ^ 2
        = (Z ^ 2) ^ 2 * ((D + d * u) ^ 2 + 4 * (v * u) ^ 2) := by
      rw [hgap]
      linear_combination (-4 * v ^ 2 * Z ^ 2 * (Z * u + 1)) * hu
    rw [hbig, Real.sqrt_mul (by positivity), Real.sqrt_sq (by positivity)]
  have hs := Real.sq_sqrt (show 0 ≤ (D + d * u) ^ 2 + 4 * (v * u) ^ 2 by positivity)
  have hne : D + d * u + √((D + d * u) ^ 2 + 4 * (v * u) ^ 2) ≠ 0 :=
    (add_pos_of_pos_of_nonneg hg (Real.sqrt_nonneg _)).ne'
  unfold corrEnergy
  rw [hroot, hgap, eq_div_iff hne]
  linear_combination (-Z ^ 2 / 2) * hs - 2 * v ^ 2 * (Z * u + 1) * hu
```

## D > 0: configurations separated at hydrogenic order

Physically, \(D>0\) means that the second configuration has the higher hydrogenic energy, as when both electrons of a helium-like ion are promoted from 1s to 2s.

As \(u\to0\), \(g\to D\) and \(r\to\sqrt{D^2}=D\), so \(g+r\to2D\) and

\[
E(Z)\to-\frac{v^2}{D}.
\]

The derivation uses \(D>0\) three times: to evaluate \(\sqrt{D^2}\), to keep the limiting denominator away from zero, and to ensure that \(g>0\) for large \(Z\). In the proof these are `h0`, the last condition of `ContinuousAt.div`, and `hpos`. The rationalised formula then holds for all sufficiently large \(Z\), and `congr'` transfers its limit to \(E\).

Without \(D>0\) the energy can diverge. If \(D<0\), then \(\Delta\to-\infty\), and since the lowest eigenvalue cannot exceed a diagonal element, \(E\to-\infty\) too; this case is argued here in prose only. The case \(D=0\) is treated below.

```lean
/-- If the separation grows quadratically with nuclear charge (`D > 0`), the correlation energy
tends to the constant `-v²/D`. -/
theorem corrEnergy_saturates (v d : ℝ) {D : ℝ} (hD : 0 < D) :
    Tendsto (corrEnergy v D d) atTop (𝓝 (-v ^ 2 / D)) := by
  have h0 : D + d * 0 + √((D + d * 0) ^ 2 + 4 * (v * 0) ^ 2) = 2 * D := by
    rw [show (D + d * 0) ^ 2 + 4 * (v * 0) ^ 2 = D ^ 2 by ring, Real.sqrt_sq hD.le]
    ring
  -- the rationalised energy is continuous at vanishing inverse charge
  have hF : ContinuousAt (fun u : ℝ =>
      -2 * v ^ 2 / (D + d * u + √((D + d * u) ^ 2 + 4 * (v * u) ^ 2))) 0 := by
    refine ContinuousAt.div (by fun_prop) (by fun_prop) ?_
    rw [h0]
    positivity
  have hval : -2 * v ^ 2 / (D + d * 0 + √((D + d * 0) ^ 2 + 4 * (v * 0) ^ 2))
      = -v ^ 2 / D := by
    rw [h0]
    field_simp
  have hlim : Tendsto (fun Z : ℝ => D + d * Z⁻¹) atTop (𝓝 (D + d * 0)) :=
    (tendsto_inv_atTop_zero.const_mul d).const_add D
  have hpos : ∀ᶠ Z : ℝ in atTop, 0 < D + d * Z⁻¹ :=
    hlim.eventually_const_lt (by simpa using hD)
  rw [← hval]
  refine (hF.tendsto.comp tendsto_inv_atTop_zero).congr' ?_
  filter_upwards [hpos, eventually_gt_atTop 0] with Z h hZ
  exact (corrEnergy_eq_inverse_charge v D d Z Z⁻¹ (mul_inv_cancel₀ hZ.ne') h).symm
```

The same hypothesis gives the next term. Dividing the secular equation by \(DZ\) and rearranging,

\[
Z\left(E+\frac{v^2}{D}\right)=\frac{1}{D}\left(\frac{E^2}{Z}-dE\right)\to\frac{dv^2}{D^2},
\]

since \(E\to-v^2/D\) and \(E^2/Z\to0\). The proof takes the limit of the right-hand side first, then uses `corrEnergy_secular` to identify the two sides for \(Z>0\).

```lean
/-- For `D > 0` the deviation of the correlation energy from `-v²/D`, multiplied by `Z`,
tends to `d v²/D²`. -/
theorem corrEnergy_next_order (v d : ℝ) {D : ℝ} (hD : 0 < D) :
    Tendsto (fun Z => Z * (corrEnergy v D d Z + v ^ 2 / D)) atTop
      (𝓝 (d * v ^ 2 / D ^ 2)) := by
  have hE := corrEnergy_saturates v d hD
  have h := (((hE.pow 2).mul tendsto_inv_atTop_zero).sub (hE.const_mul d)).div_const D
  have hval : ((-v ^ 2 / D) ^ 2 * 0 - d * (-v ^ 2 / D)) / D = d * v ^ 2 / D ^ 2 := by
    ring
  rw [hval] at h
  refine h.congr' ?_
  filter_upwards [eventually_gt_atTop 0] with Z hZ
  -- this is the secular equation divided by `D Z`
  have q := corrEnergy_secular v D d Z
  field_simp
  linear_combination q
```

## D = 0 and Z ≥ 0: degeneracy at hydrogenic order

Setting \(D=0\) means that the configurations have the same hydrogenic energy and are separated only by repulsion. The configurations 1s²2s² and 1s²2p² of beryllium-like ions are of this kind. Gap and coupling now both scale as \(Z\), so the mixing does not fade:

\[
E(Z)=\frac{dZ-\sqrt{Z^2(d^2+4v^2)}}{2}
=Z\,\frac{d-\sqrt{d^2+4v^2}}{2}.
\]

This is an equality at every \(Z\ge0\), not just an asymptotic statement. The condition \(Z\ge0\), natural for a nuclear charge, is used in \(\sqrt{Z^2}=Z\), which is `Real.sqrt_sq hZ` in the proof. For \(Z<0\) the square root would change sign relative to \(Z\), and the slope would be \((d+\sqrt{d^2+4v^2})/2\) instead.

```lean
/-- Without a quadratic term in the separation (`D = 0`), the correlation energy is exactly
proportional to the nuclear charge `Z ≥ 0`. -/
theorem corrEnergy_degenerate (v d : ℝ) {Z : ℝ} (hZ : 0 ≤ Z) :
    corrEnergy v 0 d Z = Z * ((d - √(d ^ 2 + 4 * v ^ 2)) / 2) := by
  unfold corrEnergy
  rw [show (0 * Z ^ 2 + d * Z) ^ 2 + 4 * (v * Z) ^ 2 = Z ^ 2 * (d ^ 2 + 4 * v ^ 2) by ring,
    Real.sqrt_mul (sq_nonneg Z), Real.sqrt_sq hZ]
  ring
```

## v ≠ 0: the configurations really mix

A nonzero \(v\) means that electron repulsion connects the configurations. It is needed only for the sign of the slope: from \(v^2>0\) follows \(\sqrt{d^2+4v^2}>d\), so the slope is negative. In the proof this is `hv2` followed by `Real.lt_sqrt_of_sq_lt`. With \(v=0\) and \(d\ge0\) the slope is zero.

The next theorem joins the two regimes: the limit \(-v^2/D\) for every \(D>0\), the limit of \(E(Z)/Z\) for \(D=0\), and the negativity of the latter. Within this two-configuration model with fixed \(v\) and \(d\), the energy missed by a single-configuration reference thus stays bounded along an isoelectronic sequence in the first case and grows with nuclear charge in the second.

```lean
/-- For nonzero coupling `v`, the correlation energy tends to `-v²/D` at large nuclear charge
if `D > 0`, whereas for `D = 0` the correlation energy per unit charge has a negative limit. -/
theorem correlation_dichotomy {v : ℝ} (hv : v ≠ 0) (d : ℝ) :
    (∀ D : ℝ, 0 < D → Tendsto (corrEnergy v D d) atTop (𝓝 (-v ^ 2 / D))) ∧
    Tendsto (fun Z => corrEnergy v 0 d Z / Z) atTop
      (𝓝 ((d - √(d ^ 2 + 4 * v ^ 2)) / 2)) ∧
    (d - √(d ^ 2 + 4 * v ^ 2)) / 2 < 0 := by
  refine ⟨fun D hD => corrEnergy_saturates v d hD, ?_, ?_⟩
  · refine tendsto_const_nhds.congr' ?_
    filter_upwards [eventually_gt_atTop 0] with Z hZ
    rw [corrEnergy_degenerate v d hZ.le, mul_div_cancel_left₀ _ hZ.ne']
  · have hv2 : 0 < v ^ 2 := by positivity
    have h : d < √(d ^ 2 + 4 * v ^ 2) := Real.lt_sqrt_of_sq_lt (by linarith)
    linarith
```

## D ≥ 0: when divergence identifies degeneracy

The condition \(D\ge0\) says that the second configuration does not lie below the reference at hydrogenic order. Under it, and with \(v\ne0\), \(E(Z)\to-\infty\) if and only if \(D=0\).

By hand, if \(D\ne0\) then \(D>0\), and \(E\) has a finite limit, so it cannot diverge. If \(D=0\), then \(E\) is \(Z\) times a negative constant. The proof has the same two halves: `lt_of_le_of_ne` turns `hD` into strict positivity, and `Filter.Tendsto.atTop_mul_const_of_neg` handles the linear function. Without \(D\ge0\) the equivalence fails, since every \(D<0\) also gives divergence. Without \(v\ne0\) it fails at \(v=D=0\), \(d\ge0\), where \(E(Z)=0\) for all \(Z\ge0\).

```lean
/-- For nonzero coupling and `D ≥ 0`, the correlation energy falls without bound as the nuclear
charge grows if and only if `D = 0`. -/
theorem corrEnergy_diverges_iff {v D : ℝ} (hv : v ≠ 0) (hD : 0 ≤ D) (d : ℝ) :
    Tendsto (corrEnergy v D d) atTop atBot ↔ D = 0 := by
  constructor
  · intro h
    by_contra hne
    have hpos : 0 < D := lt_of_le_of_ne hD (Ne.symm hne)
    exact not_tendsto_nhds_of_tendsto_atBot h _ (corrEnergy_saturates v d hpos)
  · intro h
    rw [h]
    have hlin : Tendsto (fun Z : ℝ => Z * ((d - √(d ^ 2 + 4 * v ^ 2)) / 2)) atTop atBot :=
      Filter.Tendsto.atTop_mul_const_of_neg (correlation_dichotomy hv d).2.2 tendsto_id
    refine hlin.congr' ?_
    filter_upwards [eventually_ge_atTop 0] with Z hZ
    exact (corrEnergy_degenerate v d hZ).symm

end

end NearDegenerateCorrelation
```

```lean
#print axioms NearDegenerateCorrelation.corrEnergy_isLeast
-- 'NearDegenerateCorrelation.corrEnergy_isLeast' depends on axioms: [propext, Classical.choice, Quot.sound]
#print axioms NearDegenerateCorrelation.corrEnergy_next_order
-- 'NearDegenerateCorrelation.corrEnergy_next_order' depends on axioms: [propext, Classical.choice, Quot.sound]
#print axioms NearDegenerateCorrelation.corrEnergy_diverges_iff
-- 'NearDegenerateCorrelation.corrEnergy_diverges_iff' depends on axioms: [propext, Classical.choice, Quot.sound]
```

## A numerical instance with v = 6 and d = 5

These values are chosen for round numbers and do not describe a particular atom. For \(D=1\) and \(Z=4\), the gap is \(\Delta=16+20=36\) and the coupling is 24, so

\[
E=\frac{36-\sqrt{36^2+48^2}}{2}=\frac{36-60}{2}=-12 .
\]

For \(D=0\) the slope is \((5-\sqrt{25+144})/2=(5-13)/2=-4\), so \(E=-4Z\). Two further charges give:

| \(Z\) | \(E\) for \(D=1\) | \(E\) for \(D=0\) |
|---:|---:|---:|
| 4 | −12 | −16 |
| 11 | −22 | −44 |
| 30 | −30 | −120 |

The middle column approaches \(-v^2/D=-36\), while the last has no lower bound. For \(D=1\) the scaled deviation \(Z(E+36)\) takes the values 96, 154 and 180. Its limit is \(dv^2/D^2=180\), which it happens to equal at \(Z=30\).
